# With nonzero hopping and interaction, the atomic self-energy puts the Galitskii-Migdal energy of the half-filled Hubbard dimer above the exact energy

Two electrons share two sites. Hopping t splits the one-electron levels into −t and t, and a doubly occupied site costs U. Suppose the self-energy of an isolated half-filled site is used for the coupled pair. The resulting Green's function has simple poles, and the Galitskii-Migdal formula turns them into a total energy. With s = √(t² + U²), that energy is

E_GM = U/2 − s/2 − 3t²/(2s),

while the exact ground energy with one up and one down electron is

E₀ = (U − √(U² + 16t²))/2.

If t and U are both nonzero, of either sign, then E₀ < E_GM. In this two-site model with interacting electrons, the atomic self-energy, which is exact for separate atoms, thus gives a total energy that is too high once the atoms are coupled.

## The self-energy is taken from the isolated atom

The frequency z is measured from U/2, the chemical potential at half filling. At this chemical potential an isolated site with U ≠ 0 has two degenerate ground states: spin up and spin down for U > 0, empty and doubly occupied for U < 0. Averaged over the two, its Green's function has poles at ±U/2 with weight 1/2 each, so it is z/(z² − U²/4) = 1/(z − U²/(4z)). The approximation keeps the term U²/(4z) and adds the orbital energy e. This is a postulate about the dimer, built into the definition `green`.

```lean
import Mathlib

open Matrix Filter Topology

namespace GalitskiiMigdalDimer

noncomputable section

/-- Green's function of an orbital of energy `e` with the atomic self-energy `U² / (4z)`;
the frequency `z` is measured from `U / 2`. -/
def green (e U : ℝ) (z : ℂ) : ℂ := 1 / (z - e - (U : ℂ) ^ 2 / (4 * z))
```

Setting the inverse Green's function to zero gives z² − ez − U²/4 = 0. With s_e = √(e² + U²), the roots are

x_e = (e − s_e)/2 and y_e = (e + s_e)/2.

The residue at the lower root is

r_e = x_e/(x_e − y_e) = (1 − e/s_e)/2.

These are `removalPole`, `additionPole` and `removalWeight`.

```lean
/-- The lower root of `z² - e z - U² / 4 = 0`; for nonzero `U` it is the pole of the Green's
function for electron removal. -/
def removalPole (e U : ℝ) : ℝ := (e - √(e ^ 2 + U ^ 2)) / 2

/-- The upper root of `z² - e z - U² / 4 = 0`; for nonzero `U` it is the pole of the Green's
function for electron addition. -/
def additionPole (e U : ℝ) : ℝ := (e + √(e ^ 2 + U ^ 2)) / 2

/-- For nonzero `U`, the spectral weight of the removal pole. -/
def removalWeight (e U : ℝ) : ℝ := (1 - e / √(e ^ 2 + U ^ 2)) / 2
```

The Galitskii-Migdal formula is taken as a definition, not derived from the equation of motion. Each removal energy x_e + U/2 is added to e and weighted by r_e; the sum over two spins cancels the prefactor 1/2. Lean allows any finite family of levels, and the dimer is the family `![-t, t]`.

```lean
/-- Galitskii-Migdal energy that the atomic self-energy gives for spin-degenerate orbitals with
energies `ε k`: removal energy plus orbital energy, weighted by the residue (the two spins cancel
the factor one half). -/
def galitskiiMigdal {ι : Type*} [Fintype ι] (ε : ι → ℝ) (U : ℝ) : ℝ :=
  ∑ k, (removalPole (ε k) U + U / 2 + ε k) * removalWeight (ε k) U
```

The exact problem is a real 4×4 matrix for one up and one down electron. Other spin and particle-number sectors are not included.

```lean
/-- Hubbard dimer with one up and one down electron, in the basis: both on site 1, both on
site 2, up on 1 and down on 2, up on 2 and down on 1. -/
def dimerH (t U : ℝ) : Matrix (Fin 4) (Fin 4) ℝ :=
  !![U, 0, -t, -t; 0, U, -t, -t; -t, -t, 0, 0; -t, -t, 0, 0]

/-- The closed formula for the exact dimer energy. -/
def exactEnergy (t U : ℝ) : ℝ := (U - √(U ^ 2 + 16 * t ^ 2)) / 2
```

## U ≠ 0 keeps the poles on opposite sides of zero

A nonzero U means that the electrons interact. By hand it enters through x_e y_e = −U²/4 < 0: one pole removes an electron, the other adds one. `pole_signs` obtains the same signs from e² < s_e².

```lean
/-- With interaction, the removal pole is negative and the addition pole positive. -/
theorem pole_signs (e : ℝ) {U : ℝ} (hU : U ≠ 0) :
    removalPole e U < 0 ∧ 0 < additionPole e U := by
  have hs : √(e ^ 2 + U ^ 2) ^ 2 = e ^ 2 + U ^ 2 := Real.sq_sqrt (by positivity)
  have hU2 : 0 < U ^ 2 := by positivity
  have h := abs_lt_of_sq_lt_sq' (show e ^ 2 < √(e ^ 2 + U ^ 2) ^ 2 by linarith)
    (Real.sqrt_nonneg _)
  unfold removalPole additionPole
  constructor <;> linarith [h.1, h.2]
```

The next identity is the residue formula with its denominator cleared.

```lean
/-- The removal weight times the distance between the poles is minus the removal pole. -/
theorem weight_mul_gap (e : ℝ) {U : ℝ} (hU : U ≠ 0) :
    removalWeight e U * (additionPole e U - removalPole e U) = -removalPole e U := by
  have hs : √(e ^ 2 + U ^ 2) ≠ 0 := by positivity
  unfold removalWeight additionPole removalPole
  generalize √(e ^ 2 + U ^ 2) = s at *
  have h : e / s * s = e := div_mul_cancel₀ e hs
  linear_combination (-1 / 2) * h
```

`negative_pole_iff` factors the inverse Green's function and discards the positive root, so x_e is its only negative real zero.

```lean
/-- The removal pole is the only negative zero of the inverse Green's function. -/
theorem negative_pole_iff (e : ℝ) {U : ℝ} (hU : U ≠ 0) (x : ℝ) :
    (x < 0 ∧ x - e - U ^ 2 / (4 * x) = 0) ↔ x = removalPole e U := by
  have hs : √(e ^ 2 + U ^ 2) ^ 2 = e ^ 2 + U ^ 2 := Real.sq_sqrt (by positivity)
  obtain ⟨hneg, hpos⟩ := pole_signs e hU
  have hprod : (x - removalPole e U) * (x - additionPole e U)
      = x ^ 2 - e * x - U ^ 2 / 4 := by
    unfold removalPole additionPole
    linear_combination (-1 / 4) * hs
  have key : x ≠ 0 → x - e - U ^ 2 / (4 * x)
      = (x - removalPole e U) * (x - additionPole e U) / x := by
    intro hx
    rw [hprod]
    field_simp
  constructor
  · rintro ⟨hx, h⟩
    rw [key hx.ne, div_eq_zero_iff] at h
    rcases h with h | h
    · rcases mul_eq_zero.mp h with h | h
      · linarith
      · linarith
    · exact absurd h hx.ne
  · intro h
    have hx : x < 0 := by rw [h]; exact hneg
    refine ⟨hx, ?_⟩
    rw [key hx.ne, sub_eq_zero.mpr h, zero_mul, zero_div]
```

Without interaction, a level e > 0 has x_e = 0 and r_e = 0: its only pole is at e, and there is nothing to remove.

## z stays away from zero and from the poles

The self-energy diverges at z = 0, so multiplying through by z requires z ≠ 0. The hand calculation then gives

G(z) = z/((z − x_e)(z − y_e)).

At z = 0 itself Lean's division by zero returns zero, which would make `green` equal to −1/e instead of its limit 0 when e and U are nonzero.

```lean
/-- For nonzero `z`, the Green's function is `z` divided by the product of `z - removalPole e U` and
`z - additionPole e U`. -/
theorem green_factored (e U : ℝ) {z : ℂ} (hz : z ≠ 0) :
    green e U z = z / ((z - removalPole e U) * (z - additionPole e U)) := by
  have hs : ((√(e ^ 2 + U ^ 2) : ℝ) : ℂ) ^ 2 = (e : ℂ) ^ 2 + (U : ℂ) ^ 2 := by
    exact_mod_cast Real.sq_sqrt (show 0 ≤ e ^ 2 + U ^ 2 by positivity)
  have hprod : (z - removalPole e U) * (z - additionPole e U)
      = z ^ 2 - e * z - (U : ℂ) ^ 2 / 4 := by
    unfold removalPole additionPole
    push_cast
    linear_combination (-1 / 4) * hs
  have key : z - e - (U : ℂ) ^ 2 / (4 * z) = (z ^ 2 - e * z - (U : ℂ) ^ 2 / 4) / z := by
    field_simp
  rw [green, key, hprod, one_div_div]
```

Partial fractions also need z to differ from both poles. The Lehmann form has weights r_e and 1 − r_e, and `weight_mul_gap` supplies the equality of numerators.

```lean
/-- Lehmann form: the Green's function is a sum of two simple poles with total weight one. -/
theorem green_lehmann (e : ℝ) {U : ℝ} (hU : U ≠ 0) {z : ℂ} (hz : z ≠ 0)
    (h₁ : z ≠ removalPole e U) (h₂ : z ≠ additionPole e U) :
    green e U z = removalWeight e U / (z - removalPole e U)
      + (1 - removalWeight e U) / (z - additionPole e U) := by
  have hw : (removalWeight e U : ℂ) * (additionPole e U - removalPole e U)
      = -(removalPole e U : ℂ) := by exact_mod_cast weight_mul_gap e hU
  rw [green_factored e U hz, div_add_div _ _ (sub_ne_zero.mpr h₁) (sub_ne_zero.mpr h₂)]
  congr 1
  linear_combination hw
```

For the residue, z approaches x_e without reaching it. The factor z − x_e cancels, leaving z/(z − y_e), which is continuous at x_e because U ≠ 0 separates the poles. The punctured neighbourhood `𝓝[≠]` expresses this limit.

```lean
/-- The removal weight is the residue of the Green's function at the removal pole. -/
theorem green_residue (e : ℝ) {U : ℝ} (hU : U ≠ 0) :
    Tendsto (fun z : ℂ => (z - removalPole e U) * green e U z)
      (𝓝[≠] (removalPole e U : ℂ)) (𝓝 (removalWeight e U : ℂ)) := by
  obtain ⟨hneg, hpos⟩ := pole_signs e hU
  have hw : (removalWeight e U : ℂ) * (additionPole e U - removalPole e U)
      = -(removalPole e U : ℂ) := by exact_mod_cast weight_mul_gap e hU
  have hx0 : (removalPole e U : ℂ) ≠ 0 := by exact_mod_cast hneg.ne
  have hne : (removalPole e U : ℂ) - additionPole e U ≠ 0 := by
    exact_mod_cast (show removalPole e U - additionPole e U ≠ 0 by linarith)
  have hval : (removalPole e U : ℂ) / (removalPole e U - additionPole e U)
      = removalWeight e U := by
    rw [div_eq_iff hne]
    linear_combination hw
  have hc : ContinuousAt (fun z : ℂ => z / (z - additionPole e U)) (removalPole e U : ℂ) :=
    ContinuousAt.div continuousAt_id (continuousAt_id.sub continuousAt_const) hne
  rw [← hval]
  -- away from the pole the vanishing factor cancels
  refine (hc.tendsto.mono_left nhdsWithin_le_nhds).congr' ?_
  filter_upwards [self_mem_nhdsWithin, nhdsWithin_le_nhds (isOpen_ne.mem_nhds hx0)]
    with z hz hz0
  have hz' : z - (removalPole e U : ℂ) ≠ 0 := sub_ne_zero.mpr hz
  rw [green_factored e U hz0, ← mul_div_assoc, mul_div_mul_left _ _ hz']
```

## t ≠ 0 couples the two sites

For e = ±t, s_e equals s, and each term of the energy is

(U − s + 3e)/2 · (1 − e/s)/2.

On adding e = −t and e = t, the terms linear in e cancel:

E_GM = (U − s)/2 − 3t²/(2s).

Here t ≠ 0 serves only to make s nonzero, so the closed form holds for every U. The proof expands the two-term sum, replaces the root by `s` and clears denominators.

```lean
/-- For nonzero hopping, the closed form of the Galitskii-Migdal energy that the atomic self-energy
gives for the dimer, with orbital energies `-t` and `t`. -/
theorem dimer_closed_form {t : ℝ} (ht : t ≠ 0) (U : ℝ) :
    galitskiiMigdal ![-t, t] U
      = U / 2 - √(t ^ 2 + U ^ 2) / 2 - 3 * t ^ 2 / (2 * √(t ^ 2 + U ^ 2)) := by
  have hs : √(t ^ 2 + U ^ 2) ≠ 0 := by positivity
  rw [galitskiiMigdal, Fin.sum_univ_two]
  show (removalPole (-t) U + U / 2 + -t) * removalWeight (-t) U
    + (removalPole t U + U / 2 + t) * removalWeight t U = _
  unfold removalPole removalWeight
  rw [neg_sq]
  generalize √(t ^ 2 + U ^ 2) = s at *
  field_simp
  ring
```

For the exact energy, take a symmetric vector (a, a, b, b). The eigenvalue equations are

Ua − 2tb = Ea and −2ta = Eb,

so E² − UE − 4t² = 0, with lower root E₀. The antisymmetric vectors have eigenvalues U and 0. Since t ≠ 0, E₀ lies strictly below both.

Lean uses the eigenvector (2t, 2t, U − E₀, U − E₀); dividing by √(8t² + 2(U − E₀)²) normalises it. For minimality, the proof supposes an eigenvalue E < E₀. Then E ≠ 0 and E ≠ U force the vector to be symmetric, and E² − UE − 4t² > 0 forces it to vanish.

```lean
/-- For nonzero hopping, `exactEnergy t U` is the lowest eigenvalue of the dimer Hamiltonian with
one up and one down electron. -/
theorem exactEnergy_isLeast {t : ℝ} (ht : t ≠ 0) (U : ℝ) :
    IsLeast {E : ℝ | ∃ v : Fin 4 → ℝ, v ≠ 0 ∧ dimerH t U *ᵥ v = E • v}
      (exactEnergy t U) := by
  have hc : √(U ^ 2 + 16 * t ^ 2) ^ 2 = U ^ 2 + 16 * t ^ 2 := Real.sq_sqrt (by positivity)
  have ht2 : 0 < t ^ 2 := by positivity
  have hb := abs_lt_of_sq_lt_sq' (show U ^ 2 < √(U ^ 2 + 16 * t ^ 2) ^ 2 by linarith)
    (Real.sqrt_nonneg _)
  have hq : exactEnergy t U ^ 2 - U * exactEnergy t U - 4 * t ^ 2 = 0 := by
    unfold exactEnergy
    linear_combination (1 / 4) * hc
  have hE0 : exactEnergy t U < 0 := by unfold exactEnergy; linarith [hb.2]
  have hEU : exactEnergy t U < U := by unfold exactEnergy; linarith [hb.1]
  generalize exactEnergy t U = G at *
  have act : ∀ v : Fin 4 → ℝ, dimerH t U *ᵥ v = ![U * v 0 - t * (v 2 + v 3),
      U * v 1 - t * (v 2 + v 3), -t * (v 0 + v 1), -t * (v 0 + v 1)] := by
    intro v
    ext i
    fin_cases i <;> simp [dimerH, Matrix.mulVec, dotProduct, Fin.sum_univ_four] <;> ring
  constructor
  · refine ⟨![2 * t, 2 * t, U - G, U - G], ?_, ?_⟩
    · intro h
      have h0 : 2 * t = 0 := congrFun h 0
      exact ht (by linarith)
    · rw [act]
      funext i
      fin_cases i
      · show U * (2 * t) - t * ((U - G) + (U - G)) = G * (2 * t)
        ring
      · show U * (2 * t) - t * ((U - G) + (U - G)) = G * (2 * t)
        ring
      · show -t * (2 * t + 2 * t) = G * (U - G)
        linear_combination hq
      · show -t * (2 * t + 2 * t) = G * (U - G)
        linear_combination hq
  · rintro E ⟨v, hv, h⟩
    by_contra hcon
    have hlt : E < G := lt_of_not_ge hcon
    rw [act] at h
    have h0 : U * v 0 - t * (v 2 + v 3) = E * v 0 := congrFun h 0
    have h1 : U * v 1 - t * (v 2 + v 3) = E * v 1 := congrFun h 1
    have h2 : -t * (v 0 + v 1) = E * v 2 := congrFun h 2
    have h3 : -t * (v 0 + v 1) = E * v 3 := congrFun h 3
    have hEne : E ≠ 0 := by linarith
    have hUE : U - E ≠ 0 := by linarith
    -- an eigenvector below the claimed energy is symmetric, and then it vanishes
    have h23 : v 2 = v 3 := mul_left_cancel₀ hEne (by linarith)
    have h01 : v 0 = v 1 := mul_left_cancel₀ hUE (by linear_combination h0 - h1)
    rw [← h23] at h0
    rw [← h01] at h2
    have hpos : 0 < E ^ 2 - U * E - 4 * t ^ 2 := by
      nlinarith [mul_pos (show 0 < G - E by linarith) (show 0 < U - E - G by linarith)]
    have hv0 : v 0 = 0 := by
      have hm : (E ^ 2 - U * E - 4 * t ^ 2) * v 0 = 0 := by
        linear_combination (-E) * h0 + 2 * t * h2
      exact (mul_eq_zero.mp hm).resolve_left hpos.ne'
    have hv2 : v 2 = 0 := by
      have hm : E * v 2 = 0 := by rw [← h2, hv0]; ring
      exact (mul_eq_zero.mp hm).resolve_left hEne
    apply hv
    funext i
    fin_cases i
    · exact hv0
    · exact h01.symm.trans hv0
    · exact hv2
    · exact h23.symm.trans hv2
```

With t = 0 and U < 0 this eigenvector would be the zero vector, so the argument would need another one.

## Both nonzero make the gap strict

Put c = √(U² + 16t²). Since s + 3t²/s = (U² + 4t²)/s,

E_GM − E₀ = (c − (U² + 4t²)/s)/2.

This is positive when U² + 4t² < cs. Both sides are positive, so their squares can be compared:

(U² + 16t²)(U² + t²) − (U² + 4t²)² = 9U²t² > 0.

In the proof `h1` compares the squares, `h2` divides by s, and `h3` rewrites the quotient. No variational principle enters.

```lean
/-- For nonzero hopping and interaction, the Galitskii-Migdal energy from the atomic self-energy
has the stated closed form and lies strictly above the exact dimer energy. -/
theorem galitskiiMigdal_above_exact {t U : ℝ} (ht : t ≠ 0) (hU : U ≠ 0) :
    galitskiiMigdal ![-t, t] U
        = U / 2 - √(t ^ 2 + U ^ 2) / 2 - 3 * t ^ 2 / (2 * √(t ^ 2 + U ^ 2))
      ∧ exactEnergy t U < galitskiiMigdal ![-t, t] U := by
  refine ⟨dimer_closed_form ht U, ?_⟩
  rw [dimer_closed_form ht U, exactEnergy]
  have hs : √(t ^ 2 + U ^ 2) ^ 2 = t ^ 2 + U ^ 2 := Real.sq_sqrt (by positivity)
  have hc : √(U ^ 2 + 16 * t ^ 2) ^ 2 = U ^ 2 + 16 * t ^ 2 := Real.sq_sqrt (by positivity)
  have hs0 : 0 < √(t ^ 2 + U ^ 2) := by positivity
  have hc0 : 0 ≤ √(U ^ 2 + 16 * t ^ 2) := Real.sqrt_nonneg _
  have hUt : 0 < U ^ 2 * t ^ 2 := by positivity
  generalize √(t ^ 2 + U ^ 2) = s at *
  generalize √(U ^ 2 + 16 * t ^ 2) = c at *
  -- compare squares: the two sides differ by 9 U² t²
  have h1 : U ^ 2 + 4 * t ^ 2 < c * s := by
    refine lt_of_pow_lt_pow_left₀ 2 (by positivity) ?_
    rw [mul_pow, hc, hs]
    nlinarith
  have h2 : (U ^ 2 + 4 * t ^ 2) / s < c := (div_lt_iff₀ hs0).mpr h1
  have h3 : (U ^ 2 + 4 * t ^ 2) / s = s + 3 * t ^ 2 / s := by
    rw [div_eq_iff hs0.ne', add_mul, div_mul_cancel₀ _ hs0.ne']
    linear_combination -hs
  have h4 : 3 * t ^ 2 / (2 * s) = (3 * t ^ 2 / s) / 2 := by ring
  rw [h4]
  linarith
```

For t = 3 and U = 4, s = 5. The level −3 has its removal pole at −4 with weight 0.8 and contributes (−4 + 2 − 3)·0.8 = −4. The level 3 has its pole at −1 with weight 0.2 and contributes (−1 + 2 + 3)·0.2 = 0.8. Thus E_GM = −3.2, while E₀ = 2 − 2√10 ≈ −4.325.

If exactly one of the two parameters vanishes, so does the gap. At t = 0 both formulas give (U − |U|)/2, the energy of separate atoms. At U = 0, s = |t| and c = 4|t|, and both energies are −2|t|. The last theorem keeps t ≠ 0 and shows that the energies then agree exactly when U = 0.

```lean
/-- For nonzero hopping, the Galitskii-Migdal energy from the atomic self-energy equals the exact
dimer energy if and only if `U = 0`. -/
theorem galitskiiMigdal_eq_exact_iff {t : ℝ} (ht : t ≠ 0) (U : ℝ) :
    galitskiiMigdal ![-t, t] U = exactEnergy t U ↔ U = 0 := by
  constructor
  · intro h
    by_contra hU
    exact (galitskiiMigdal_above_exact ht hU).2.ne' h
  · rintro rfl
    have ha : |t| ≠ 0 := abs_ne_zero.mpr ht
    have h2 : t ^ 2 = |t| ^ 2 := (sq_abs t).symm
    have hs : √(t ^ 2 + 0 ^ 2) = |t| := by
      rw [show t ^ 2 + 0 ^ 2 = t ^ 2 by ring, Real.sqrt_sq_eq_abs]
    have hc : √(0 ^ 2 + 16 * t ^ 2) = 4 * |t| := by
      rw [show 0 ^ 2 + 16 * t ^ 2 = (4 * |t|) ^ 2 by rw [mul_pow, sq_abs]; ring,
        Real.sqrt_sq (by positivity)]
    rw [dimer_closed_form ht, exactEnergy, hs, hc, h2]
    generalize |t| = a at *
    field_simp
    ring

end

end GalitskiiMigdalDimer
```

```lean
#print axioms GalitskiiMigdalDimer.green_residue
-- 'GalitskiiMigdalDimer.green_residue' depends on axioms: [propext, Classical.choice, Quot.sound]
#print axioms GalitskiiMigdalDimer.exactEnergy_isLeast
-- 'GalitskiiMigdalDimer.exactEnergy_isLeast' depends on axioms: [propext, Classical.choice, Quot.sound]
#print axioms GalitskiiMigdalDimer.galitskiiMigdal_above_exact
-- 'GalitskiiMigdalDimer.galitskiiMigdal_above_exact' depends on axioms: [propext, Classical.choice, Quot.sound]
#print axioms GalitskiiMigdalDimer.galitskiiMigdal_eq_exact_iff
-- 'GalitskiiMigdalDimer.galitskiiMigdal_eq_exact_iff' depends on axioms: [propext, Classical.choice, Quot.sound]
```
